# One two-point kernel closes the contracted Bethe-Salpeter equation for every $L_0$ exactly when $W$ is diagonal

When does a four-point equation reduce to a two-point one? Reduction here means that a single matrix $k$, fixed once the interactions are given, closes the contracted equation for every four-point $L_0$ and every solution $L$. Write $v$ for the bare and $W$ for the screened interaction, both complex matrices on a set $n$ of points. Four-point objects are matrices on pairs $(r,s)$, the positions of electron and hole. With $K$ the interaction kernel and $\chi(r,r')=L(r,r;r',r')$, $\chi_0(r,r')=L_0(r,r;r',r')$, the condition reads

$$L=L_0+L_0KL\quad\Longrightarrow\quad \chi=\chi_0+\chi_0k\chi .$$

The theorem proved below is that such a $k$ exists exactly when $W$ is diagonal. For a static $W$ on a finite grid, an electron-hole attraction between different points therefore cannot be absorbed into one two-point kernel that serves all matrices $L_0$, including those that no set of orbitals produces.

```lean
import Mathlib

open Matrix

namespace BetheSalpeterFourPoint

noncomputable section

variable {n : Type*} [DecidableEq n]
```

The exchange kernel $\delta(r,s)\,\delta(r',s')\,v(r,r')$ connects only pairs whose two members coincide.

```lean
/-- The exchange kernel `δ(r,s) δ(r',s') v(r,r')` on pairs of points. -/
def exchangeKernel (v : Matrix n n ℂ) : Matrix (n × n) (n × n) ℂ :=
  Matrix.of fun p q => if p.1 = p.2 ∧ q.1 = q.2 then v p.1 q.1 else 0
```

The direct kernel $\delta(r,r')\,\delta(s,s')\,W(r,s)$ leaves each pair where it is and weights it by $W(r,s)$.

```lean
/-- The direct kernel `δ(r,r') δ(s,s') W(r,s)` on pairs of points. -/
def directKernel (W : Matrix n n ℂ) : Matrix (n × n) (n × n) ℂ :=
  Matrix.of fun p q => if p.1 = q.1 ∧ p.2 = q.2 then W p.1 p.2 else 0
```

Their difference is $K$. Spin factors and grid weights are taken to be absorbed in the matrices.

```lean
/-- The Bethe-Salpeter kernel: exchange minus direct interaction. -/
def bseKernel (v W : Matrix n n ℂ) : Matrix (n × n) (n × n) ℂ :=
  exchangeKernel v - directKernel W
```

In Lean, `contract L` is $\chi$.

```lean
omit [DecidableEq n] in
/-- The two-point part `L(r,r;r',r')` of a four-point function. -/
def contract (L : Matrix (n × n) (n × n) ℂ) : Matrix n n ℂ :=
  Matrix.of fun r r' => L (r, r) (r', r')
```

The matrix $P$, with $P_{p,t}=1$ if $p=(t,t)$ and $0$ otherwise, places a point on the diagonal pairs.

```lean
/-- The embedding of a point `t` as the diagonal pair `(t,t)`. -/
def pairEmbedding (n : Type*) [DecidableEq n] : Matrix (n × n) n ℂ :=
  Matrix.of fun p t => if p = (t, t) then 1 else 0
```

## Finitely many points

The hypothesis `[Fintype n]` stands for a finite grid or a finite set of sites. It makes every matrix product a finite sum. In a continuum the products become integrals, and convergence would have to be settled first.

By hand, $(P^TLP)(r,r')=\sum_{p,q}P_{p,r}L(p,q)P_{q,r'}=L(r,r;r',r')$, so contraction is compression by $P$. Lean expands the products entry by entry.

```lean
variable [Fintype n]

/-- Contraction to two points is compression by the embedding of diagonal pairs. -/
theorem contract_eq (L : Matrix (n × n) (n × n) ℂ) :
    contract L = (pairEmbedding n)ᵀ * L * pairEmbedding n := by
  ext r r'
  simp [contract, pairEmbedding, Matrix.mul_apply]
```

Likewise $(PvP^T)(r,s;r',s')$ is $v(r,r')$ when $r=s$ and $r'=s'$, and zero otherwise. The proof splits into these cases, using `hz` and `he` for the entries of $P$.

```lean
/-- The exchange kernel is the two-point interaction `v` carried to diagonal pairs. -/
theorem exchangeKernel_eq (v : Matrix n n ℂ) :
    exchangeKernel v = pairEmbedding n * v * (pairEmbedding n)ᵀ := by
  -- the embedding vanishes on pairs of distinct points
  have hz : ∀ a b : n, a ≠ b → ∀ t, pairEmbedding n (a, b) t = 0 := by
    intro a b hab t
    simp only [pairEmbedding, Matrix.of_apply]
    exact if_neg fun e => hab ((congrArg Prod.fst e).trans (congrArg Prod.snd e).symm)
  have he : ∀ a t : n, pairEmbedding n (a, a) t = if a = t then 1 else 0 := by
    intro a t
    simp only [pairEmbedding, Matrix.of_apply, Prod.mk.injEq, and_self]
  ext ⟨r, s⟩ ⟨r', s'⟩
  rcases eq_or_ne r s with rfl | h
  · rcases eq_or_ne r' s' with rfl | h'
    · simp [exchangeKernel, Matrix.mul_apply, he]
    · simp [exchangeKernel, Matrix.mul_apply, hz r' s' h', h']
  · simp [exchangeKernel, Matrix.mul_apply, hz r s h, h]
```

The ranks need no further condition on $v$ or $W$, not even symmetry. A product has at most the rank of each factor, so $PvP^T$ has at most the rank of $v$. Since $P^TP=1$, contracting returns $v=P^T(PvP^T)P$, which gives the opposite inequality. `le_antisymm` joins the two.

```lean
/-- The exchange kernel on pairs has the same rank as the two-point interaction `v`. -/
theorem rank_exchangeKernel (v : Matrix n n ℂ) : (exchangeKernel v).rank = v.rank := by
  apply le_antisymm
  · rw [exchangeKernel_eq]
    exact (Matrix.rank_mul_le_left _ _).trans (Matrix.rank_mul_le_right _ _)
  · -- contracting the exchange kernel gives `v` back
    have hv : contract (exchangeKernel v) = v := by
      ext r r'
      simp [contract, exchangeKernel]
    calc v.rank = ((pairEmbedding n)ᵀ * exchangeKernel v * pairEmbedding n).rank := by
          rw [← contract_eq, hv]
      _ ≤ (exchangeKernel v).rank :=
          (Matrix.rank_mul_le_left _ _).trans (Matrix.rank_mul_le_right _ _)
```

The direct kernel is a diagonal matrix on pairs, with entries $W(r,s)$, so its rank is the number of nonzero entries. If there are $N$ points and every entry of $W$ is nonzero, including the diagonal ones, that rank is $N^2$, while the rank of the exchange kernel never exceeds $N$. The proof identifies the diagonal matrix and applies `Matrix.rank_diagonal`; `Nat.card` counts the pairs.

```lean
/-- The rank of the direct kernel is the number of pairs `(r,s)` with `W(r,s) ≠ 0`. -/
theorem rank_directKernel (W : Matrix n n ℂ) :
    (directKernel W).rank = Nat.card {p : n × n // W p.1 p.2 ≠ 0} := by
  have h : directKernel W = Matrix.diagonal fun p : n × n => W p.1 p.2 := by
    ext ⟨r, s⟩ ⟨r', s'⟩
    simp only [directKernel, Matrix.of_apply, Matrix.diagonal_apply, Prod.mk.injEq]
  rw [h, Matrix.rank_diagonal]
  exact (@Nat.card_eq_fintype_card _ _).symm
```

## A screened interaction of zero range

`W.IsDiag` says that $W(r,s)=0$ whenever $r\neq s$: electron and hole attract only at the same point. This is a contact model, and a screened Coulomb interaction generally has nonzero range.

The condition is equivalent to the direct kernel living on diagonal pairs. A nonzero entry requires $(r,s)=(r',s')$ and $W(r,s)\neq0$; for diagonal $W$ this forces $r=s$. Conversely, if $W(r,s)\neq0$ with $r\neq s$, the entry at $(r,s;r,s)$ lies off the diagonal pairs. The two branches of the proof are these two arguments, in reverse order.

```lean
omit [Fintype n] in
/-- The direct kernel is supported on diagonal pairs exactly when `W` is diagonal. -/
theorem directKernel_support_iff (W : Matrix n n ℂ) :
    (∀ p q, directKernel W p q ≠ 0 → p.1 = p.2 ∧ q.1 = q.2) ↔ W.IsDiag := by
  constructor
  · intro h r s hrs
    by_contra hW
    exact hrs (h (r, s) (r, s) (by simpa [directKernel] using hW)).1
  · rintro hW ⟨r, s⟩ ⟨r', s'⟩ hne
    have hc : r = r' ∧ s = s' := by
      by_contra hc
      apply hne
      simp only [directKernel, Matrix.of_apply]
      exact if_neg hc
    obtain ⟨rfl, rfl⟩ := hc
    have hp : r = s := by
      by_contra hp
      have h0 : W r s = 0 := hW hp
      exact hne (by simp [directKernel, h0])
    exact ⟨hp, hp⟩
```

For diagonal $W$ the direct kernel therefore equals $PWP^T$, and $K=P(v-W)P^T$. Now the second hypothesis enters, that $L$ solves the four-point equation:

$$\chi=P^T\bigl(L_0+L_0P(v-W)P^TL\bigr)P=\chi_0+\chi_0(v-W)\chi .$$

In the proof, `hd` and `hK` are the two kernel identities, and the final `calc` is this line, with `hL` supplying the first equality. Without `hL` the conclusion can fail: take $L_0=0$ and any $L$ with $\chi\neq0$. The theorem assumes a solution and says nothing about its existence or uniqueness.

```lean
/-- For diagonal `W`, the two-point part of any solution of the four-point equation
`L = L₀ + L₀ K L` obeys a two-point Dyson equation with kernel `v - W`. -/
theorem two_point_dyson (v W : Matrix n n ℂ) (hW : W.IsDiag)
    (L₀ L : Matrix (n × n) (n × n) ℂ) (hL : L = L₀ + L₀ * bseKernel v W * L) :
    contract L = contract L₀ + contract L₀ * (v - W) * contract L := by
  -- a diagonal `W` acts on diagonal pairs only, like an exchange term
  have hd : directKernel W = exchangeKernel W := by
    ext ⟨r, s⟩ ⟨r', s'⟩
    by_cases h : r = s
    · subst h
      by_cases h' : r = r'
      · subst h'
        simp [directKernel, exchangeKernel]
      · have h0 : W r r' = 0 := hW h'
        simp [directKernel, exchangeKernel, h', h0]
    · have h0 : W r s = 0 := hW h
      simp [directKernel, exchangeKernel, h, h0]
  have hK : bseKernel v W = pairEmbedding n * (v - W) * (pairEmbedding n)ᵀ := by
    rw [bseKernel, hd, exchangeKernel_eq v, exchangeKernel_eq W, Matrix.mul_sub,
      Matrix.sub_mul]
  calc contract L = contract (L₀ + L₀ * bseKernel v W * L) := congrArg contract hL
    _ = contract L₀ + contract L₀ * (v - W) * contract L := by
      rw [hK]
      simp only [contract_eq, Matrix.mul_add, Matrix.add_mul, Matrix.mul_assoc]
```

## Two distinct points and a nonzero $W(r,s)$

Without diagonality, response can pass through pairs that $\chi_0$ does not see. Fix $r\neq s$ and let $E_{p,q}$ be the matrix on pairs with a single entry $1$ at $(p,q)$. Take

$$L_0=E_{rr,rs}+E_{rs,ss}-v(s,r)E_{rs,rs},$$
$$L=E_{rr,rs}-W(r,s)E_{rr,ss}+E_{rs,ss}.$$

The relevant kernel elements are $K_{rs,rr}=0$, $K_{rs,rs}=-W(r,s)$, $K_{ss,rr}=v(s,r)$ and $K_{ss,rs}=0$. By $E_{a,b}KE_{c,d}=K_{b,c}E_{a,d}$,

$$L_0KL=-W(r,s)E_{rr,ss}+v(s,r)E_{rs,rs},$$

because the two terms $\mp v(s,r)W(r,s)E_{rs,ss}$ cancel. Adding $L_0$ gives $L$. Every term of $L_0$ involves the pair $(r,s)$, so $\chi_0=0$, yet $\chi(r,s)=-W(r,s)$.

In Lean, `k1` to `k4` are the kernel elements, `Matrix.single_mul_mul_single` is the product rule, and `abel` does the cancellation.

```lean
/-- For two distinct points `r`, `s` some solution of the four-point equation has vanishing
two-point part of `L₀`, while the two-point part of `L` at `(r,s)` is `-W(r,s)`. -/
theorem exists_hidden_response (v W : Matrix n n ℂ) {r s : n} (hrs : r ≠ s) :
    ∃ L₀ L : Matrix (n × n) (n × n) ℂ, L = L₀ + L₀ * bseKernel v W * L ∧
      contract L₀ = 0 ∧ contract L r s = -W r s := by
  have hm : ∀ i : n, ((r, s) = (i, i)) = False := fun i =>
    eq_false fun e => hrs ((congrArg Prod.fst e).trans (congrArg Prod.snd e).symm)
  -- the four kernel elements that enter
  have k1 : bseKernel v W (r, s) (r, r) = 0 := by
    simp [bseKernel, exchangeKernel, directKernel, hrs, hrs.symm]
  have k2 : bseKernel v W (r, s) (r, s) = -W r s := by
    simp [bseKernel, exchangeKernel, directKernel, hrs]
  have k3 : bseKernel v W (s, s) (r, r) = v s r := by
    simp [bseKernel, exchangeKernel, directKernel, hrs.symm]
  have k4 : bseKernel v W (s, s) (r, s) = 0 := by
    simp [bseKernel, exchangeKernel, directKernel, hrs, hrs.symm]
  refine ⟨Matrix.single (r, r) (r, s) 1 + Matrix.single (r, s) (s, s) 1
      - Matrix.single (r, s) (r, s) (v s r),
    Matrix.single (r, r) (r, s) 1 + Matrix.single (r, r) (s, s) (-W r s)
      + Matrix.single (r, s) (s, s) 1, ?_, ?_, ?_⟩
  · simp only [Matrix.add_mul, Matrix.sub_mul, Matrix.mul_add,
      Matrix.single_mul_mul_single, k1, k2, k3, k4, one_mul, mul_one, zero_mul, mul_zero,
      Matrix.single_zero]
    -- what remains is addition of five matrix units with coefficients
    generalize Matrix.single (r, r) (r, s) (1 : ℂ) = A
    generalize Matrix.single (r, s) (s, s) (1 : ℂ) = B
    generalize Matrix.single (r, s) (r, s) (v s r) = C
    generalize Matrix.single (r, r) (s, s) (-W r s) = D
    generalize Matrix.single (r, s) (s, s) (v s r * -W r s) = E
    abel
  · ext i j
    simp only [contract, Matrix.of_apply, Matrix.add_apply, Matrix.sub_apply,
      Matrix.single_apply, hm, false_and, and_false, if_false, add_zero, sub_zero,
      Matrix.zero_apply]
  · simp only [contract, Matrix.of_apply, Matrix.add_apply, Matrix.single_apply, hm,
      false_and, and_false, and_self, if_false, if_true, add_zero, zero_add]
```

## $L_0$ ranging over all four-point matrices

This quantifier asks $k$ to work whatever the independent propagation of the pair. Suppose such a $k$ exists. Applied to the solution just built, it gives $\chi=0+0\cdot k\chi=0$, hence $W(r,s)=0$. As $r\neq s$ were arbitrary, $W$ is diagonal. The first branch below does exactly this; the second supplies $k=v-W$. With fewer than two points, $W$ is always diagonal and the equation always closes. A kernel that may change with $L_0$ is not excluded: for a single solution with $\chi_0$ and $\chi$ invertible, $k=\chi_0^{-1}-\chi^{-1}$ closes the equation whatever $W$ is.

The range of $L_0$ matters for the "only if" direction. If only $L_0=0$ were admitted, then $L=0$ and every $k$ would work for every $W$, so some nonzero $L_0$ must be allowed. The $L_0$ used above is not required to come from orbitals and their energies, and whether closure over that narrower class would still force $W$ to be diagonal is left open.

```lean
/-- One two-point kernel `k` closes the contracted Bethe-Salpeter equation for all four-point
`L₀` and all solutions `L` if and only if `W` is diagonal. -/
theorem two_point_closure_iff (v W : Matrix n n ℂ) :
    (∃ k : Matrix n n ℂ, ∀ L₀ L : Matrix (n × n) (n × n) ℂ,
      L = L₀ + L₀ * bseKernel v W * L →
        contract L = contract L₀ + contract L₀ * k * contract L) ↔ W.IsDiag := by
  constructor
  · rintro ⟨k, hk⟩ r s hrs
    obtain ⟨L₀, L, hL, h0, hW⟩ := exists_hidden_response v W hrs
    -- a closed equation with no independent response has no response at all
    have hz := hk L₀ L hL
    rw [h0, Matrix.zero_mul, Matrix.zero_mul, add_zero] at hz
    rw [hz, Matrix.zero_apply] at hW
    exact neg_eq_zero.mp hW.symm
  · intro hW
    exact ⟨v - W, two_point_dyson v W hW⟩

end

end BetheSalpeterFourPoint
```

```lean
#print axioms BetheSalpeterFourPoint.rank_exchangeKernel
#print axioms BetheSalpeterFourPoint.rank_directKernel
#print axioms BetheSalpeterFourPoint.directKernel_support_iff
#print axioms BetheSalpeterFourPoint.two_point_closure_iff
```

```
'BetheSalpeterFourPoint.rank_exchangeKernel' depends on axioms: [propext, Classical.choice, Quot.sound]
'BetheSalpeterFourPoint.rank_directKernel' depends on axioms: [propext, Classical.choice, Quot.sound]
'BetheSalpeterFourPoint.directKernel_support_iff' depends on axioms: [propext, Classical.choice, Quot.sound]
'BetheSalpeterFourPoint.two_point_closure_iff' depends on axioms: [propext, Classical.choice, Quot.sound]
```
